# In a screw chain with one orbital per site, real nearest-neighbour hopping and three or more sites per cell, two levels coincide exactly when the Bloch phase is a multiple of π

Suppose the bands of a helical chain are drawn by sorting the energies at each wave vector and joining them in order. Where two bands cross, the sorted curves have a kink, and each curve continues with the state of the other band. Second-order perturbation theory for a single level also fails there if the perturbation couples the two crossing states, because an energy denominator vanishes. Both errors can be avoided if the crossing points are known in advance.

Take a chain whose cell holds $m$ equivalent sites, each carried to the next by a screw operation $G$: a turn by $2\pi/m$ together with a shift by $1/m$ of the cell length. Let $k$ be the Bloch phase per cell, that is, the textbook wave number times the cell length. Each site carries one orbital, and orbitals on different sites are taken to be orthogonal. With $e_j$ the normalised Bloch sum, over all cells, of the orbital on site $j$,

$$G e_j = e_{j+1}\ (0\le j<m-1),\qquad G e_{m-1}=e^{-ik}e_0 .$$

An electron hops between neighbouring sites with real amplitude $t$, and the site energy is set to zero, so $H=t(G+G^\dagger)$. The claim is that $H$ has the eigenvalues $2t\cos\theta_j$ with $\theta_j=(k+2\pi j)/m$, $0\le j<m$, and that for $m\ge3$ and $t\ne0$ one of them is repeated if and only if $k$ is an integer multiple of $\pi$.

For this model with $m\ge3$ and $t\ne0$, the result gives the Bloch phase of every touching point in the band plot.

## Screw eigenstates and their energies

$G$ sends different sites to different sites, with phases of modulus one. Hence $G^\dagger G=1$, and since $G$ is a finite square matrix, $GG^\dagger=1$ as well.

Let $w$ be the wave with amplitude $w_a=e^{i\theta_j a}$ on site $a$. For $a<m-1$,

$$(G^\dagger w)_a=w_{a+1}=e^{i\theta_j}w_a .$$

At the last site, $e^{im\theta_j}=e^{i(k+2\pi j)}=e^{ik}$ gives

$$(G^\dagger w)_{m-1}=e^{ik}w_0=e^{im\theta_j}=e^{i\theta_j}w_{m-1}.$$

So $G^\dagger w=e^{i\theta_j}w$. Applying $G$ to both sides gives $Gw=e^{-i\theta_j}w$, and therefore $Hw=2t\cos\theta_j\,w$.

These waves form a basis. If $e^{i\theta_i}=e^{i\theta_j}$, then $\theta_i=\theta_j+2\pi n$ for an integer $n$, so $i=j+nm$. Both indices lie between $0$ and $m-1$, which forces $n=0$ and $i=j$. The matrix $W$ with the waves as columns is a transposed Vandermonde matrix with distinct nodes, so it is invertible. Thus $H=WDW^{-1}$ with $D$ diagonal, and the characteristic polynomial is $\prod_j(X-2t\cos\theta_j)$.

## Which bands meet, and where

Let $j\ne l$ be two bands and $t\neq0$. Their energies agree exactly when $\theta_l=2\pi n+\theta_j$ or $\theta_l=2\pi n-\theta_j$ for some integer $n$. The first case would give $j=l$. The second says

$$2k+2\pi(j+l)=2\pi nm,\qquad\text{so}\qquad k=(nm-j-l)\pi .$$

Every crossing therefore lies at a multiple of $\pi$. Conversely, let $k=N\pi$ and write $-N=mq+r$ with $0\le r<m$.

- If $r\ne0$, bands $0$ and $r$ meet, with $n=-q$.
- If $r=0$, bands $1$ and $m-1$ meet, with $n=1-q$. They are different because $m\ge3$.

For $m=2$ the energies are $\pm2t\cos(k/2)$, which differ at $k=0$.

## The chain as a matrix

In Lean 4 with Mathlib:

```lean
import Mathlib

open Matrix

namespace ScrewBandSticking

noncomputable section
```

Sites are elements of `Fin m`, numbered from $0$ to $m-1$. The successor wraps around at the end of the cell.

```lean
/-- The site following `j` in a cell of `m` sites; the last site is followed by site `0`. -/
def nextSite {m : ℕ} (j : Fin m) : Fin m :=
  if h : (j : ℕ) + 1 < m then ⟨j + 1, h⟩ else ⟨0, j.pos⟩
```

The whole Bloch phase sits on the wrapping step, which fixes the gauge and the sign convention.

```lean
/-- The phase picked up on leaving site `j`: `exp(-ik)` from the last site, `1` otherwise. -/
def hopPhase {m : ℕ} (k : ℝ) (j : Fin m) : ℂ :=
  if (j : ℕ) + 1 < m then 1 else Complex.exp (-(k * Complex.I))
```

Column `j` of `screw` holds the image of site $j$, so entry `i j` is the amplitude for going from $j$ to $i$.

```lean
/-- The screw operation `G` at Bloch phase `k`, as a matrix on the `m` sites of a cell. -/
def screw (m : ℕ) (k : ℝ) : Matrix (Fin m) (Fin m) ℂ :=
  Matrix.of fun i j => if i = nextSite j then hopPhase k j else 0
```

The superscript `ᴴ` is the conjugate transpose, and the real amplitude `t` is converted to a complex number.

```lean
/-- The nearest-neighbour Bloch Hamiltonian `t (G + G†)`. -/
def hamiltonian (m : ℕ) (k t : ℝ) : Matrix (Fin m) (Fin m) ℂ :=
  (t : ℂ) • (screw m k + (screw m k)ᴴ)
```

The name `angle` stands for the phase advance $\theta_j$, not for the geometric turn of the screw.

```lean
/-- The phase advance per site, `(k + 2πj)/m`, of the `j`-th screw eigenstate. -/
def angle {m : ℕ} (k : ℝ) (j : Fin m) : ℝ := (k + 2 * Real.pi * (j : ℕ)) / m

/-- The energy `2t cos((k + 2πj)/m)` of band `j`. -/
def band {m : ℕ} (k t : ℝ) (j : Fin m) : ℝ := 2 * t * Real.cos (angle k j)
```

In `waves` the letter `l` labels a site; in the crossing condition further on it labels a second band. The columns have norm $\sqrt m$, so the normalised states have amplitudes $e^{i\theta_j l}/\sqrt m$.

```lean
/-- The matrix whose `j`-th column is the wave with amplitude `exp(i l (k + 2πj)/m)` on site `l`. -/
def waves (m : ℕ) (k : ℝ) : Matrix (Fin m) (Fin m) ℂ :=
  Matrix.of fun l j => Complex.exp (angle k j * Complex.I) ^ (l : ℕ)
```

The matrix does act on site states as described:

```lean
/-- The screw operation moves a state on site `j` to the next site, times the hopping phase. -/
theorem screw_mulVec_single {m : ℕ} (k : ℝ) (j : Fin m) :
    screw m k *ᵥ Pi.single j 1 = hopPhase k j • Pi.single (nextSite j) 1 := by
  ext i
  simp [Matrix.mulVec, dotProduct, screw, Pi.single_apply]
```

## Unitarity and the eigenvalues of the screw

Two small lemmas give the position of the next site as a number and the conjugate of a phase.

```lean
/-- The position of the next site is `j + 1` inside the cell and `0` after the last site. -/
theorem nextSite_val {m : ℕ} (j : Fin m) :
    (nextSite j : ℕ) = if (j : ℕ) + 1 < m then (j : ℕ) + 1 else 0 := by
  unfold nextSite
  split_ifs <;> rfl

/-- Complex conjugation reverses the sign of a real phase. -/
theorem star_phase (x : ℝ) :
    star (Complex.exp (x * Complex.I)) = Complex.exp (-(x * Complex.I)) := by
  rw [Complex.star_def, ← Complex.exp_conj]
  simp
```

For unitarity, the sum in entry `a b` of $G^\dagger G$ reduces to the single term at `nextSite a`. On the diagonal this term is a phase times its conjugate. Off the diagonal it vanishes, because different sites have different successors; `omega` settles the cases.

```lean
/-- The screw operation is unitary: `G† G = 1`. -/
theorem screw_unitary (m : ℕ) (k : ℝ) : (screw m k)ᴴ * screw m k = 1 := by
  ext a b
  rw [Matrix.mul_apply, Finset.sum_eq_single (nextSite a)]
  · by_cases hab : a = b
    · subst hab
      have hp : star (hopPhase k a) * hopPhase k a = 1 := by
        unfold hopPhase
        split_ifs
        · simp
        · rw [← star_phase, star_star, star_phase, ← Complex.exp_add]
          simp
      simpa [screw] using hp
    · -- different sites have different successors
      have hne : nextSite a ≠ nextSite b := by
        intro h
        have h' := congrArg Fin.val h
        rw [nextSite_val, nextSite_val] at h'
        apply hab
        apply Fin.ext
        have ha := a.isLt
        have hb := b.isLt
        split_ifs at h' <;> omega
      simp [screw, hne, hab]
  · intro i _ hi
    simp [screw, hi]
  · simp
```

The next two lemmas are $m\theta_j=k+2\pi j$ and the argument that $\theta_i=\theta_j+2\pi n$ implies $i=j$. In the second, `hn1` and `hn2` confine $n$ strictly between $-1$ and $1$.

```lean
/-- The `m` phase advances per site add up to `k + 2πj` over the cell. -/
theorem angle_mul {m : ℕ} (k : ℝ) (j : Fin m) :
    angle k j * m = k + 2 * Real.pi * (j : ℕ) := by
  have hm : (m : ℝ) ≠ 0 := by exact_mod_cast j.pos.ne'
  exact div_mul_cancel₀ _ hm

/-- Phase advances that differ by a multiple of `2π` belong to the same band index. -/
theorem angle_inj {m : ℕ} {k : ℝ} {i j : Fin m} {n : ℤ}
    (h : angle k i = angle k j + n * (2 * Real.pi)) : i = j := by
  have h1 : ((i : ℕ) : ℝ) = (j : ℕ) + n * m := by
    apply mul_left_cancel₀ (mul_ne_zero two_ne_zero Real.pi_ne_zero)
    linear_combination (m : ℝ) * h - angle_mul k i + angle_mul k j
  have h2 : ((i : ℕ) : ℤ) = (j : ℕ) + n * m := by exact_mod_cast h1
  have hi : ((i : ℕ) : ℤ) < m := by exact_mod_cast i.isLt
  have hj : ((j : ℕ) : ℤ) < m := by exact_mod_cast j.isLt
  have hn1 : n < 1 := by
    by_contra hc
    nlinarith
  have hn2 : -1 < n := by
    by_contra hc
    nlinarith
  have hn : n = 0 := by omega
  subst hn
  apply Fin.ext
  simpa using h2
```

The eigenvalue equations are stated for all waves at once, as matrix products with a diagonal matrix on the right. Within the proof `a` is the site and `b` the band. The step `hz` is $e^{im\theta_b}=e^{ik}$, and `key` treats the interior and the last site together. The closing `calc` obtains the eigenvalues of $G$ from those of $G^\dagger$ by unitarity.

```lean
/-- Each wave is an eigenvector of `G†` with eigenvalue `exp(iθ)` and of `G` with `exp(-iθ)`,
where `θ = (k + 2πj)/m`. -/
theorem screw_waves (m : ℕ) (k : ℝ) :
    (screw m k)ᴴ * waves m k =
      waves m k * diagonal (fun j => Complex.exp (angle k j * Complex.I)) ∧
    screw m k * waves m k =
      waves m k * diagonal (fun j => Complex.exp (-(angle k j * Complex.I))) := by
  have h1 : (screw m k)ᴴ * waves m k =
      waves m k * diagonal (fun j => Complex.exp (angle k j * Complex.I)) := by
    ext a b
    -- going once around the cell gives the Bloch phase
    have hz : Complex.exp (angle k b * Complex.I) ^ m = Complex.exp (k * Complex.I) := by
      rw [← Complex.exp_nat_mul, Complex.exp_eq_exp_iff_exists_int]
      have h : (angle k b : ℂ) * m = k + 2 * Real.pi * (b : ℕ) := by
        exact_mod_cast angle_mul k b
      refine ⟨((b : ℕ) : ℤ), ?_⟩
      push_cast
      linear_combination Complex.I * h
    have key : star (hopPhase k a) * Complex.exp (angle k b * Complex.I) ^ (nextSite a : ℕ)
        = Complex.exp (angle k b * Complex.I) ^ (a : ℕ)
          * Complex.exp (angle k b * Complex.I) := by
      rw [nextSite_val, ← pow_succ]
      unfold hopPhase
      split_ifs with h
      · rw [star_one, one_mul]
      · have ha : (a : ℕ) + 1 = m := by
          have := a.isLt
          omega
        rw [ha, hz, ← star_phase, star_star, pow_zero, mul_one]
    rw [Matrix.mul_diagonal, Matrix.mul_apply, Finset.sum_eq_single (nextSite a)]
    · simpa [screw, waves] using key
    · intro i _ hi
      simp [screw, hi]
    · simp
  refine ⟨h1, ?_⟩
  -- unitarity turns the eigenvalue of `G†` into that of `G`
  have hD : diagonal (fun j : Fin m => Complex.exp (angle k j * Complex.I)) *
      diagonal (fun j => Complex.exp (-(angle k j * Complex.I))) = 1 := by
    rw [Matrix.diagonal_mul_diagonal, ← Matrix.diagonal_one]
    congr 1
    funext j
    rw [← Complex.exp_add, add_neg_cancel, Complex.exp_zero]
  have hG : screw m k * (screw m k)ᴴ = 1 := mul_eq_one_comm.1 (screw_unitary m k)
  have h2 : waves m k = (screw m k)ᴴ *
      (waves m k * diagonal (fun j => Complex.exp (-(angle k j * Complex.I)))) := by
    rw [← mul_assoc (screw m k)ᴴ, h1, mul_assoc (waves m k), hD, mul_one]
  calc screw m k * waves m k
      = screw m k * ((screw m k)ᴴ *
          (waves m k * diagonal (fun j => Complex.exp (-(angle k j * Complex.I))))) :=
        congrArg (fun M => screw m k * M) h2
    _ = waves m k * diagonal (fun j => Complex.exp (-(angle k j * Complex.I))) := by
        rw [← mul_assoc (screw m k), hG, one_mul]
```

## The characteristic polynomial

This theorem holds for every $m$ and every real $t$. Its proof first shows that `waves` has nonzero determinant, using the Vandermonde criterion and `angle_inj`. It then establishes $HW=WD$ in `hHV` and solves for $H$ in `hH`. Since $AB$ and $BA$ have the same characteristic polynomial for square matrices, $W(DW^{-1})$ can be replaced by $(DW^{-1})W=D$, whose polynomial is the stated product.

```lean
/-- The characteristic polynomial of `t (G + G†)` is the product of `X - 2t cos((k + 2πj)/m)`
over `0 ≤ j < m`. -/
theorem hamiltonian_charpoly (m : ℕ) (k t : ℝ) :
    (hamiltonian m k t).charpoly =
      ∏ j : Fin m, (Polynomial.X - Polynomial.C (band k t j : ℂ)) := by
  -- the waves form an invertible Vandermonde matrix
  have hdet : (waves m k).det ≠ 0 := by
    have hV : waves m k =
        (vandermonde fun j : Fin m => Complex.exp (angle k j * Complex.I))ᵀ := by
      ext a b
      simp [waves, Matrix.vandermonde_apply]
    rw [hV, Matrix.det_transpose, Matrix.det_vandermonde_ne_zero_iff]
    intro i j hij
    obtain ⟨n, hn⟩ := Complex.exp_eq_exp_iff_exists_int.1 hij
    have h : (angle k i : ℂ) = angle k j + n * (2 * Real.pi) := by
      apply mul_right_cancel₀ Complex.I_ne_zero
      linear_combination hn
    exact angle_inj (n := n) (by exact_mod_cast h)
  have hu : IsUnit (waves m k).det := isUnit_iff_ne_zero.2 hdet
  have hHV : hamiltonian m k t * waves m k =
      waves m k * diagonal (fun j => (band k t j : ℂ)) := by
    unfold hamiltonian
    rw [Matrix.smul_mul, Matrix.add_mul, (screw_waves m k).1, (screw_waves m k).2]
    ext a b
    have hb : (band k t b : ℂ) = t * (Complex.exp (-(angle k b * Complex.I))
        + Complex.exp (angle k b * Complex.I)) := by
      unfold band
      push_cast
      rw [Complex.cos, neg_mul]
      ring
    simp only [Matrix.smul_apply, Matrix.add_apply, Matrix.mul_diagonal, smul_eq_mul]
    rw [hb]
    ring
  have hH : hamiltonian m k t =
      waves m k * (diagonal (fun j => (band k t j : ℂ)) * (waves m k)⁻¹) := by
    rw [← mul_assoc, ← hHV, mul_assoc, Matrix.mul_nonsing_inv _ hu, mul_one]
  rw [hH, Matrix.charpoly_mul_comm, mul_assoc, Matrix.nonsing_inv_mul _ hu, mul_one,
    Matrix.charpoly_of_isUpperTriangular _ (Matrix.blockTriangular_diagonal _)]
  simp only [Matrix.diagonal_apply_eq]
```

## Crossings at multiples of π

The crossing condition for a given pair of bands needs $t\ne0$, since at $t=0$ all energies vanish for every $k$. The two alternatives in `rintro` are the two signs in the cosine condition.

```lean
/-- For `t ≠ 0`, two different bands `j` and `l` meet at `k` exactly when
`k = (n m - j - l) π` for some integer `n`. -/
theorem band_eq_iff {m : ℕ} {k t : ℝ} (ht : t ≠ 0) {j l : Fin m} (hjl : j ≠ l) :
    band k t j = band k t l ↔
      ∃ n : ℤ, k = (n * m - (j : ℕ) - (l : ℕ)) * Real.pi := by
  have hm : (m : ℝ) ≠ 0 := by exact_mod_cast j.pos.ne'
  have hj := angle_mul k j
  have hl := angle_mul k l
  unfold band
  rw [mul_right_inj' (mul_ne_zero two_ne_zero ht), Real.cos_eq_cos_iff]
  constructor
  · rintro ⟨n, h | h⟩
    · exact absurd (angle_inj (n := n) (by linear_combination h)).symm hjl
    · exact ⟨n, by linear_combination (m : ℝ) / 2 * h - hl / 2 - hj / 2⟩
  · rintro ⟨n, h⟩
    refine ⟨n, Or.inr ?_⟩
    apply mul_right_cancel₀ hm
    linear_combination hl + hj + 2 * h
```

In the final theorem, `charpoly.roots` is the multiset of complex roots, in which each eigenvalue appears as often as its multiplicity. The first part equates it with the list of band energies. In the second part, `Nodup` means that no entry occurs twice, so its negation says that some level is repeated. As $H$ is Hermitian, such a level has at least two independent eigenstates.

The proof reads the roots off the product. If a level is repeated, `band_eq_iff` gives $k$ as a multiple of $\pi$. For the converse, `q` and `r` come from integer division of $-N$ by $m$, and the split on `hr0` selects one of the two pairs found above.

```lean
/-- For `m ≥ 3` and `t ≠ 0`, the eigenvalues of `t (G + G†)`, counted with multiplicity, are
`2t cos((k + 2πj)/m)` with `0 ≤ j < m`, and one of them is repeated if and only if `k` is an integer
multiple of `π`. -/
theorem band_sticking {m : ℕ} (hm : 3 ≤ m) (k : ℝ) {t : ℝ} (ht : t ≠ 0) :
    (hamiltonian m k t).charpoly.roots =
      (Finset.univ : Finset (Fin m)).val.map (fun j => (band k t j : ℂ)) ∧
    (¬ (hamiltonian m k t).charpoly.roots.Nodup ↔ ∃ n : ℤ, k = n * Real.pi) := by
  have hr : (hamiltonian m k t).charpoly.roots =
      (Finset.univ : Finset (Fin m)).val.map (fun j => (band k t j : ℂ)) := by
    rw [hamiltonian_charpoly]
    have h := Polynomial.roots_multiset_prod_X_sub_C
      ((Finset.univ : Finset (Fin m)).val.map (fun j => (band k t j : ℂ)))
    rw [Multiset.map_map] at h
    exact h
  refine ⟨hr, ?_⟩
  rw [hr]
  constructor
  · intro h
    by_contra hk
    apply h
    refine Multiset.Nodup.map ?_ Finset.univ.nodup
    intro j l hjl
    by_contra hne
    obtain ⟨n, hn⟩ := (band_eq_iff ht hne).1 (Complex.ofReal_injective hjl)
    exact hk ⟨n * m - (j : ℕ) - (l : ℕ), by push_cast; exact hn⟩
  · rintro ⟨N, hN⟩ h
    have hm0 : (0 : ℤ) < m := by omega
    obtain ⟨q, r, hrm, hq⟩ : ∃ q : ℤ, ∃ r : ℕ, r < m ∧ -N = m * q + r := by
      have h0 := Int.emod_nonneg (-N) hm0.ne'
      have h1 := Int.emod_lt_of_pos (-N) hm0
      have h2 := Int.emod_def (-N) m
      refine ⟨(-N) / m, ((-N) % m).toNat, by omega, ?_⟩
      rw [Int.toNat_of_nonneg h0]
      linarith
    -- a pair of different bands that meet at this `k`
    obtain ⟨j, l, hjl, n, hn⟩ : ∃ j l : Fin m, j ≠ l ∧
        ∃ n : ℤ, N = n * m - ((j : ℕ) : ℤ) - ((l : ℕ) : ℤ) := by
      by_cases hr0 : r = 0
      · subst hr0
        have hc : ((m - 1 : ℕ) : ℤ) = m - 1 := by omega
        refine ⟨⟨1, by omega⟩, ⟨m - 1, by omega⟩, ?_, -q + 1, ?_⟩
        · intro he
          have : 1 = m - 1 := congrArg Fin.val he
          omega
        · change N = (-q + 1) * m - ((1 : ℕ) : ℤ) - ((m - 1 : ℕ) : ℤ)
          rw [hc]
          push_cast at hq ⊢
          linear_combination -hq
      · refine ⟨⟨0, by omega⟩, ⟨r, hrm⟩, ?_, -q, ?_⟩
        · intro he
          have : 0 = r := congrArg Fin.val he
          omega
        · change N = -q * m - ((0 : ℕ) : ℤ) - (r : ℤ)
          push_cast
          linear_combination -hq
    have hb : band k t j = band k t l := by
      refine (band_eq_iff ht hjl).2 ⟨n, ?_⟩
      rw [hN, hn]
      push_cast
      ring
    exact hjl (Multiset.inj_on_of_nodup_map h j (Finset.mem_univ j) l (Finset.mem_univ l)
      (congrArg Complex.ofReal hb))

end

end ScrewBandSticking
```

```lean
#print axioms ScrewBandSticking.screw_mulVec_single
#print axioms ScrewBandSticking.band_sticking
```

```
'ScrewBandSticking.screw_mulVec_single' depends on axioms: [propext, Classical.choice, Quot.sound]
'ScrewBandSticking.band_sticking' depends on axioms: [propext, Classical.choice, Quot.sound]
```

The theorem concerns only the Hamiltonians $t(G+G^\dagger)$ with real $t$, without longer hops, spin or interactions. It does not show that symmetry forces the same degeneracies on every Hamiltonian it allows, which is the usual meaning of "band sticking". The step from an infinite helical crystal to this $m\times m$ matrix at fixed $k$ is Bloch's theorem together with the tight-binding approximation, and it is taken as the starting point.
